# An antiferromagnetic Heisenberg pair of spins one-half has an impurity moment smooth in the local field

If an impurity spin bound in a singlet is treated as free, its predicted ground-state spin moment ⟨S₁z⟩ jumps from +1/2 to −1/2 as the Zeeman energy b of a local field rises through zero, and there is no linear response to calculate. For an impurity of spin one-half, isotropic antiferromagnetic exchange with a single partner of spin one-half already removes the jump. For J > 0 and real b, take

    H = J S₁·S₂ + b S₁z,    R = √(J² + b²).

The lowest energy is −J/4 − R/2 and the impurity moment is −b/(2R). This is the local-field response of a Kondo singlet reduced to two spins at zero temperature; with no conduction band, it says nothing about a Kondo temperature or a conductance.

```lean
import Mathlib

open Matrix
open scoped Kronecker ContDiff

namespace KondoSingletLocalField

noncomputable section
```

## Two spins and their ground states

A state has four complex amplitudes ψ₀₀, ψ₀₁, ψ₁₀, ψ₁₁. The impurity index comes first, with 0 for up and 1 for down.

```lean
/-- States of two spins one-half: amplitudes indexed by (impurity, partner), 0 = up, 1 = down. -/
abbrev State := Fin 2 × Fin 2 → ℂ
```

Spins are measured in units of ħ, so each spin matrix has eigenvalues ±1/2.

```lean
/-- The spin matrix `Sx` of a spin one-half. -/
def sx : Matrix (Fin 2) (Fin 2) ℂ := !![0, 1 / 2; 1 / 2, 0]

/-- The spin matrix `Sy` of a spin one-half. -/
def sy : Matrix (Fin 2) (Fin 2) ℂ := !![0, -Complex.I / 2; Complex.I / 2, 0]

/-- The spin matrix `Sz` of a spin one-half. -/
def sz : Matrix (Fin 2) (Fin 2) ℂ := !![1 / 2, 0; 0, -1 / 2]
```

The field acts on the impurity alone, through S₁z = Sz ⊗ 1.

```lean
/-- The impurity operator `S1z`, acting on the first spin only. -/
def impuritySz : Matrix (Fin 2 × Fin 2) (Fin 2 × Fin 2) ℂ :=
  sz ⊗ₖ (1 : Matrix (Fin 2) (Fin 2) ℂ)
```

The constant J is the exchange energy, and J > 0 favours antiparallel spins. The Zeeman energy b includes the magnetic moment factor; positive b favours impurity down.

```lean
/-- The Hamiltonian `J S1·S2 + b S1z`. -/
def hamiltonian (J b : ℝ) : Matrix (Fin 2 × Fin 2) (Fin 2 × Fin 2) ℂ :=
  (J : ℂ) • (sx ⊗ₖ sx + sy ⊗ₖ sy + sz ⊗ₖ sz) + (b : ℂ) • impuritySz
```

An energy is a real E with Hψ = Eψ for some ψ ≠ 0. Since H is Hermitian, restricting E to real values loses nothing.

```lean
/-- The set of real eigenvalues of the Hamiltonian. -/
def energies (J b : ℝ) : Set ℝ :=
  {E | ∃ ψ : State, ψ ≠ 0 ∧ hamiltonian J b *ᵥ ψ = (E : ℂ) • ψ}
```

A ground state is normalized and belongs to the least such E. The definition does not presuppose the energy formula.

```lean
/-- A ground state is a normalized eigenvector belonging to the lowest eigenvalue. -/
def IsGroundState (J b : ℝ) (ψ : State) : Prop :=
  ∑ p, Complex.normSq (ψ p) = 1 ∧
    ∃ E : ℝ, IsLeast (energies J b) E ∧ hamiltonian J b *ᵥ ψ = (E : ℂ) • ψ
```

The moment is ⟨ψ|S₁z|ψ⟩, which is an expectation value when ψ is normalized.

```lean
/-- The real part of `⟨ψ|S1z|ψ⟩`; for normalized `ψ` this is the expectation value of `S1z`. -/
def impurityMoment (ψ : State) : ℝ := (star ψ ⬝ᵥ (impuritySz *ᵥ ψ)).re
```

The candidate ground vector is −J|↑↓⟩ + (b + R)|↓↑⟩. Its squared norm is 2R(R + b), so dividing by √(2R(R + b)) normalizes it.

```lean
/-- The unnormalized vector `-J |↑↓⟩ + (b + √(J² + b²)) |↓↑⟩`. -/
def dressedSinglet (J b : ℝ) : State :=
  fun p => ((!![0, -J; b + √(J ^ 2 + b ^ 2), 0] p.1 p.2 : ℝ) : ℂ)
```

## Exchange mixes only the antiparallel states

The product SzSz contributes ±1/4, while SxSx + SySy exchanges ↑↓ and ↓↑ with amplitude 1/2 and cancels on parallel spins. Hence

    (Hψ)₀₀ = (J/4 + b/2)ψ₀₀
    (Hψ)₀₁ = (−J/4 + b/2)ψ₀₁ + (J/2)ψ₁₀
    (Hψ)₁₀ = (J/2)ψ₀₁ + (−J/4 − b/2)ψ₁₀
    (Hψ)₁₁ = (J/4 − b/2)ψ₁₁.

In the proof, `simp` expands the matrix products and `linear_combination` supplies i² = −1.

```lean
/-- The action of the Hamiltonian on the four amplitudes: exchange mixes only `↑↓` and `↓↑`. -/
theorem hamiltonian_apply (J b : ℝ) (ψ : State) :
    (hamiltonian J b *ᵥ ψ) (0, 0) = (J / 4 + b / 2) * ψ (0, 0) ∧
    (hamiltonian J b *ᵥ ψ) (0, 1) = (-J / 4 + b / 2) * ψ (0, 1) + J / 2 * ψ (1, 0) ∧
    (hamiltonian J b *ᵥ ψ) (1, 0) = J / 2 * ψ (0, 1) + (-J / 4 - b / 2) * ψ (1, 0) ∧
    (hamiltonian J b *ᵥ ψ) (1, 1) = (J / 4 - b / 2) * ψ (1, 1) := by
  refine ⟨?_, ?_, ?_, ?_⟩ <;>
    simp [hamiltonian, impuritySz, sx, sy, sz, Matrix.mulVec, dotProduct,
      Fintype.sum_prod_type, Fin.sum_univ_two, Matrix.kroneckerMap_apply, Matrix.one_apply]
  · linear_combination ((J : ℂ) / 4 * ψ (1, 1)) * Complex.I_sq
  · linear_combination (-(J : ℂ) / 4 * ψ (1, 0)) * Complex.I_sq
  · linear_combination (-(J : ℂ) / 4 * ψ (0, 1)) * Complex.I_sq
  · linear_combination ((J : ℂ) / 4 * ψ (0, 0)) * Complex.I_sq
```

Subtracting Eψ leaves two scalar equations and one 2×2 block.

```lean
/-- The eigenvalue equation splits into two scalar equations and one two-by-two block. -/
theorem eigen_iff (J b E : ℝ) (ψ : State) :
    hamiltonian J b *ᵥ ψ = (E : ℂ) • ψ ↔
      (((J / 4 + b / 2 - E : ℝ) : ℂ) * ψ (0, 0) = 0 ∧
        ((-J / 4 + b / 2 - E : ℝ) : ℂ) * ψ (0, 1) + ((J / 2 : ℝ) : ℂ) * ψ (1, 0) = 0) ∧
      ((J / 2 : ℝ) : ℂ) * ψ (0, 1) + ((-J / 4 - b / 2 - E : ℝ) : ℂ) * ψ (1, 0) = 0 ∧
        ((J / 4 - b / 2 - E : ℝ) : ℂ) * ψ (1, 1) = 0 := by
  obtain ⟨a, b', c, d⟩ := hamiltonian_apply J b ψ
  simp only [funext_iff, Prod.forall, Fin.forall_fin_two, a, b', c, d, Pi.smul_apply,
    smul_eq_mul]
  push_cast
  constructor <;> rintro ⟨⟨h1, h2⟩, h3, h4⟩ <;>
    exact ⟨⟨by linear_combination h1, by linear_combination h2⟩,
      by linear_combination h3, by linear_combination h4⟩
```

Since S₁z is diagonal,

    ⟨S₁z⟩ = (|ψ₀₀|² + |ψ₀₁|² − |ψ₁₀|² − |ψ₁₁|²)/2.

```lean
/-- The impurity moment is half the weight with impurity up minus half the weight with it down. -/
theorem impurityMoment_eq (ψ : State) :
    impurityMoment ψ = (Complex.normSq (ψ (0, 0)) + Complex.normSq (ψ (0, 1))
      - Complex.normSq (ψ (1, 0)) - Complex.normSq (ψ (1, 1))) / 2 := by
  have hz : star ψ ⬝ᵥ (impuritySz *ᵥ ψ) =
      (((Complex.normSq (ψ (0, 0)) + Complex.normSq (ψ (0, 1))
        - Complex.normSq (ψ (1, 0)) - Complex.normSq (ψ (1, 1))) / 2 : ℝ) : ℂ) := by
    push_cast
    simp only [Complex.normSq_eq_conj_mul_self]
    simp [impuritySz, sz, Matrix.mulVec, dotProduct, Fintype.sum_prod_type,
      Fin.sum_univ_two, Matrix.kroneckerMap_apply, Matrix.one_apply]
    ring
  rw [impurityMoment, hz, Complex.ofReal_re]
```

## The lowest level

From R² = J² + b² > b² follows −R < b < R.

```lean
/-- For `J > 0` the root `√(J² + b²)` is positive and exceeds the field in magnitude. -/
theorem root_bounds {J : ℝ} (hJ : 0 < J) (b : ℝ) :
    √(J ^ 2 + b ^ 2) ^ 2 = J ^ 2 + b ^ 2 ∧ 0 < √(J ^ 2 + b ^ 2) ∧
      -√(J ^ 2 + b ^ 2) < b ∧ b < √(J ^ 2 + b ^ 2) := by
  have h1 : √(J ^ 2 + b ^ 2) ^ 2 = J ^ 2 + b ^ 2 := Real.sq_sqrt (by positivity)
  have h2 : 0 < √(J ^ 2 + b ^ 2) := Real.sqrt_pos.mpr (by positivity)
  have h3 : 0 < J ^ 2 := by positivity
  exact ⟨h1, h2, by nlinarith, by nlinarith⟩
```

At E = −J/4 − R/2 the parallel coefficients are J/2 + (R ± b)/2 > 0, so ψ₀₀ = ψ₁₁ = 0. The first block equation gives

    ψ₁₀ = −((b + R)/J) ψ₀₁,

which is the candidate vector times c = −ψ₀₁/J. Conversely, the candidate solves the second block equation because (R − b)(R + b) = J². The eigenspace is therefore one complex line.

```lean
/-- For `J > 0` the solutions of `Hψ = Eψ` at `E = -J/4 - √(J² + b²)/2` are exactly the multiples of
the dressed singlet, so this level is simple. -/
theorem ground_level_simple {J : ℝ} (hJ : 0 < J) (b : ℝ) (ψ : State) :
    hamiltonian J b *ᵥ ψ = ((-J / 4 - √(J ^ 2 + b ^ 2) / 2 : ℝ) : ℂ) • ψ ↔
      ∃ c : ℂ, ψ = c • dressedSinglet J b := by
  obtain ⟨hR, -, hl, hu⟩ := root_bounds hJ b
  have hJc : (J : ℂ) ≠ 0 := by exact_mod_cast hJ.ne'
  have g00 : dressedSinglet J b (0, 0) = ((0 : ℝ) : ℂ) := rfl
  have g01 : dressedSinglet J b (0, 1) = ((-J : ℝ) : ℂ) := rfl
  have g10 : dressedSinglet J b (1, 0) = ((b + √(J ^ 2 + b ^ 2) : ℝ) : ℂ) := rfl
  have g11 : dressedSinglet J b (1, 1) = ((0 : ℝ) : ℂ) := rfl
  generalize √(J ^ 2 + b ^ 2) = R at *
  have hRc : (R : ℂ) ^ 2 = (J : ℂ) ^ 2 + (b : ℂ) ^ 2 := by exact_mod_cast hR
  rw [eigen_iff]
  constructor
  · rintro ⟨⟨h1, h2⟩, -, h4⟩
    -- the parallel amplitudes vanish, and the block fixes the remaining ratio
    have z1 : ψ (0, 0) = 0 := (mul_eq_zero.mp h1).resolve_left
      (Complex.ofReal_ne_zero.mpr (by linarith))
    have z4 : ψ (1, 1) = 0 := (mul_eq_zero.mp h4).resolve_left
      (Complex.ofReal_ne_zero.mpr (by linarith))
    refine ⟨-ψ (0, 1) / J, ?_⟩
    simp only [funext_iff, Prod.forall, Fin.forall_fin_two, Pi.smul_apply, smul_eq_mul,
      g00, g01, g10, g11, z1, z4]
    push_cast at h2 ⊢
    refine ⟨⟨by ring, by field_simp⟩, ?_, by ring⟩
    rw [div_mul_eq_mul_div, eq_div_iff hJc]
    linear_combination 2 * h2
  · rintro ⟨c, rfl⟩
    simp only [Pi.smul_apply, smul_eq_mul, g00, g01, g10, g11]
    push_cast
    exact ⟨⟨by ring, by ring⟩, by linear_combination c / 2 * hRc, by ring⟩
```

For any lower E the parallel coefficients remain positive, and the block determinant is

    D = (−J/4 − E − R/2)(−J/4 − E + R/2) > 0.

Eliminating either block amplitude gives Dψ₀₁ = Dψ₁₀ = 0. All four amplitudes vanish, so E is not an eigenvalue. `nlinarith` obtains D > 0 from the product of the two positive factors.

```lean
/-- For `J > 0` the lowest eigenvalue of `J S1·S2 + b S1z` is `-J/4 - √(J² + b²)/2`. -/
theorem ground_energy {J : ℝ} (hJ : 0 < J) (b : ℝ) :
    IsLeast (energies J b) (-J / 4 - √(J ^ 2 + b ^ 2) / 2) := by
  constructor
  · refine ⟨dressedSinglet J b, fun h => ?_,
      (ground_level_simple hJ b _).mpr ⟨1, (one_smul _ _).symm⟩⟩
    have h01 : ((-J : ℝ) : ℂ) = 0 := congrFun h (0, 1)
    have := Complex.ofReal_eq_zero.mp h01
    linarith
  · rintro E ⟨ψ, hψ, h⟩
    by_contra hlt
    rw [not_le] at hlt
    obtain ⟨hR, hp, hl, hu⟩ := root_bounds hJ b
    obtain ⟨⟨h1, h2⟩, h3, h4⟩ := (eigen_iff J b E ψ).mp h
    have key : ∀ (c : ℝ) (z : ℂ), 0 < c → (c : ℂ) * z = 0 → z = 0 := fun c z hc hz =>
      (mul_eq_zero.mp hz).resolve_left (Complex.ofReal_ne_zero.mpr hc.ne')
    -- below the claimed energy the determinant of the block is positive
    have hD : 0 < (-J / 4 + b / 2 - E) * (-J / 4 - b / 2 - E) - J / 2 * (J / 2) := by
      have h5 : 0 < -J / 4 - E - √(J ^ 2 + b ^ 2) / 2 := by linarith
      have h6 : 0 < -J / 4 - E + √(J ^ 2 + b ^ 2) / 2 := by linarith
      nlinarith [mul_pos h5 h6]
    apply hψ
    simp only [funext_iff, Prod.forall, Fin.forall_fin_two, Pi.zero_apply]
    refine ⟨⟨key _ _ (by linarith) h1, key _ _ hD ?_⟩, key _ _ hD ?_,
      key _ _ (by linarith) h4⟩
    · push_cast at h2 h3 ⊢
      linear_combination (-(J : ℂ) / 4 - b / 2 - E) * h2 - (J : ℂ) / 2 * h3
    · push_cast at h2 h3 ⊢
      linear_combination (-(J : ℂ) / 4 + b / 2 - E) * h3 - (J : ℂ) / 2 * h2
```

Assuming only J ≠ 0 would not suffice: at J = −1, b = 1 the state |↓↓⟩ has energy −3/4, below the formula's 1/4 − √2/2 ≈ −0.46.

## The moment and its slope

Normalization requires |c|²·2R(R + b) = 1. Therefore

    ⟨S₁z⟩ = |c|²(J² − (b + R)²)/2 = −|c|² b(R + b) = −b/(2R).

The proof scales the candidate to obtain existence, then uses simplicity to treat every ground state.

```lean
/-- For `J > 0` a normalized ground state exists, and in every such state the impurity moment
is `-b / (2 √(J² + b²))`. -/
theorem ground_moment {J : ℝ} (hJ : 0 < J) (b : ℝ) :
    (∃ ψ, IsGroundState J b ψ) ∧
      ∀ ψ, IsGroundState J b ψ → impurityMoment ψ = -b / (2 * √(J ^ 2 + b ^ 2)) := by
  obtain ⟨hR, hp, hl, -⟩ := root_bounds hJ b
  have g00 : dressedSinglet J b (0, 0) = ((0 : ℝ) : ℂ) := rfl
  have g01 : dressedSinglet J b (0, 1) = ((-J : ℝ) : ℂ) := rfl
  have g10 : dressedSinglet J b (1, 0) = ((b + √(J ^ 2 + b ^ 2) : ℝ) : ℂ) := rfl
  have g11 : dressedSinglet J b (1, 1) = ((0 : ℝ) : ℂ) := rfl
  have hN : ∀ c : ℂ, ∑ p, Complex.normSq ((c • dressedSinglet J b) p) =
      Complex.normSq c * (2 * √(J ^ 2 + b ^ 2) * (√(J ^ 2 + b ^ 2) + b)) := by
    intro c
    simp only [Fintype.sum_prod_type, Fin.sum_univ_two, Pi.smul_apply, smul_eq_mul,
      g00, g01, g10, g11, Complex.normSq_mul, Complex.normSq_ofReal]
    linear_combination -Complex.normSq c * hR
  constructor
  · have hpos : 0 < 2 * √(J ^ 2 + b ^ 2) * (√(J ^ 2 + b ^ 2) + b) :=
      mul_pos (by linarith) (by linarith)
    refine ⟨((√((2 * √(J ^ 2 + b ^ 2) * (√(J ^ 2 + b ^ 2) + b))⁻¹) : ℝ) : ℂ) •
      dressedSinglet J b, ?_, _, ground_energy hJ b,
      (ground_level_simple hJ b _).mpr ⟨_, rfl⟩⟩
    rw [hN, Complex.normSq_ofReal, Real.mul_self_sqrt (inv_pos.mpr hpos).le,
      inv_mul_cancel₀ hpos.ne']
  · rintro ψ ⟨hn, E, hE, h⟩
    rw [hE.unique (ground_energy hJ b)] at h
    obtain ⟨c, rfl⟩ := (ground_level_simple hJ b ψ).mp h
    rw [hN] at hn
    rw [impurityMoment_eq, eq_div_iff (by positivity)]
    simp only [Pi.smul_apply, smul_eq_mul, g00, g01, g10, g11, Complex.normSq_mul,
      Complex.normSq_ofReal]
    linear_combination -b * hn - Complex.normSq c * √(J ^ 2 + b ^ 2) * hR
```

In an exact diagonalization with J = 1 and b = 3/4, the antiparallel block is

    [ 0.125   0.5  ]
    [ 0.5    −0.625 ].

Its lower eigenvalue is −0.875, with normalized vector (−1, 2)/√5, and the moment is (1/5 − 4/5)/2 = −0.3.

Because R never vanishes, −b/(2R) is smooth in b, with

    d⟨S₁z⟩/db = −J²/(2R³),

which equals −1/(2J) at b = 0. The chosen ground states may carry arbitrary phases at each b. Lean replaces their moments by the formula, then applies the quotient rule at zero.

```lean
/-- For `J > 0` and any choice of ground states, one for each field, the impurity moment is a
smooth function of the field, with slope `-1/(2J)` at zero field. -/
theorem moment_smooth {J : ℝ} (hJ : 0 < J) (ψ : ℝ → State)
    (hψ : ∀ b, IsGroundState J b (ψ b)) :
    ContDiff ℝ ∞ (fun b => impurityMoment (ψ b)) ∧
      HasDerivAt (fun b => impurityMoment (ψ b)) (-1 / (2 * J)) 0 := by
  have hf : (fun b => impurityMoment (ψ b)) = fun b => -b / (2 * √(J ^ 2 + b ^ 2)) :=
    funext fun b => (ground_moment hJ b).2 _ (hψ b)
  rw [hf]
  constructor
  · have h1 : ContDiff ℝ ∞ (fun b : ℝ => J ^ 2 + b ^ 2) := by fun_prop
    have h2 := h1.sqrt (fun b => by positivity)
    exact contDiff_id.neg.div (contDiff_const.mul h2)
      (fun b => (mul_pos two_pos (root_bounds hJ b).2.1).ne')
  · have hs : √(J ^ 2 + (0 : ℝ) ^ 2) = J := by
      rw [zero_pow two_ne_zero, add_zero, Real.sqrt_sq hJ.le]
    have h1 : HasDerivAt (fun b : ℝ => J ^ 2 + b ^ 2) 0 0 :=
      ((hasDerivAt_pow 2 (0 : ℝ)).const_add (J ^ 2)).congr_deriv (by norm_num)
    have h2 := (h1.sqrt (by simp [hJ.ne'])).const_mul 2
    refine ((hasDerivAt_id' (0 : ℝ)).fun_neg.fun_div h2
      (mul_pos two_pos (root_bounds hJ 0).2.1).ne').congr_deriv ?_
    simp only [hs, zero_div, mul_zero, sub_zero]
    field_simp
```

## The free spin jumps

At J = 0 the states |↑↑⟩ and |↓↓⟩ give E ≤ −|b|/2. For b > 0, the impurity-up amplitudes have coefficient b/2 − E > 0 and vanish, leaving moment −1/2. For b < 0 the impurity-down amplitudes vanish instead, leaving +1/2. At b = 0 the free moment depends on the ground state chosen.

```lean
/-- Without exchange (`J = 0`) the impurity moment in every ground state is `-1/2` for `b > 0`
and `1/2` for `b < 0`. -/
theorem free_moment_jumps (b : ℝ) (ψ : State) (hψ : IsGroundState 0 b ψ) :
    (0 < b → impurityMoment ψ = -1 / 2) ∧ (b < 0 → impurityMoment ψ = 1 / 2) := by
  obtain ⟨hn, E, hE, h⟩ := hψ
  -- the two polarized product states bound the lowest energy from above
  have hup : E ≤ b / 2 := hE.2 ⟨fun p => !![1, 0; 0, 0] p.1 p.2,
    fun h0 => by simpa using congrFun h0 (0, 0), (eigen_iff _ _ _ _).mpr (by simp)⟩
  have hdn : E ≤ -b / 2 := hE.2 ⟨fun p => !![0, 0; 0, 1] p.1 p.2,
    fun h0 => by simpa using congrFun h0 (1, 1),
    (eigen_iff _ _ _ _).mpr (by simp; ring)⟩
  obtain ⟨⟨h1, h2⟩, h3, h4⟩ := (eigen_iff 0 b E ψ).mp h
  simp only [zero_div, neg_zero, Complex.ofReal_zero, zero_mul, add_zero, zero_add]
    at h1 h2 h3 h4
  simp only [Fintype.sum_prod_type, Fin.sum_univ_two] at hn
  have key : ∀ (c : ℝ) (z : ℂ), 0 < c → (c : ℂ) * z = 0 → Complex.normSq z = 0 :=
    fun c z hc hz => Complex.normSq_eq_zero.mpr
      ((mul_eq_zero.mp hz).resolve_left (Complex.ofReal_ne_zero.mpr hc.ne'))
  rw [impurityMoment_eq]
  constructor <;> intro hb
  · have z1 := key _ _ (by linarith) h1
    have z2 := key _ _ (by linarith) h2
    linarith
  · have z3 := key _ _ (by linarith) h3
    have z4 := key _ _ (by linarith) h4
    linarith

end

end KondoSingletLocalField
```

```lean
#print axioms KondoSingletLocalField.moment_smooth
-- 'KondoSingletLocalField.moment_smooth' depends on axioms: [propext, Classical.choice, Quot.sound]
#print axioms KondoSingletLocalField.free_moment_jumps
-- 'KondoSingletLocalField.free_moment_jumps' depends on axioms: [propext, Classical.choice, Quot.sound]
```
